# Exponentially decaying lattice amplitudes give a Bloch sum that is holomorphic in a strip

In Wannier interpolation with Bloch phases \(e^{-ikR}\) (or \(e^{+ikR}\)), the momentum derivative of a Hamiltonian matrix element is computed by multiplying each real-space amplitude by \(-iR\) (or \(+iR\)) before summing over the lattice with these phases. For one scalar amplitude per lattice vector of a one-dimensional lattice with unit spacing, exponential decay justifies this step for the full infinite sum, which is then complex differentiable and \(2\pi\)-periodic in a strip around the real momentum axis.

In Lean 4 with Mathlib:

```lean
import Mathlib

open Complex

namespace BlochSumAnalyticity

noncomputable section

/-- The contribution of lattice vector `R` to the Bloch sum at complex crystal momentum `z`. -/
def blochTerm (w : ℤ → ℂ) (R : ℤ) (z : ℂ) : ℂ := w R * cexp (-(I * (R : ℂ)) * z)

/-- The Bloch sum of the lattice amplitudes `w` at complex crystal momentum `z`. -/
def blochSum (w : ℤ → ℂ) (z : ℂ) : ℂ := ∑' R : ℤ, blochTerm w R z

/-- The open strip of complex crystal momenta with imaginary part smaller than `a` in size. -/
def strip (a : ℝ) : Set ℂ := {z | |z.im| < a}

/-- The amplitudes `w` are bounded in modulus by `C exp (-a|R|)`, which is exponential decay when `a
> 0`. -/
def ExpDecay (w : ℤ → ℂ) (C a : ℝ) : Prop :=
  ∀ R : ℤ, ‖w R‖ ≤ C * Real.exp (-a * |(R : ℝ)|)

/-- The strip is an open set. -/
theorem isOpen_strip (a : ℝ) : IsOpen (strip a) :=
  isOpen_lt Complex.continuous_im.abs continuous_const

/-- The term at `R` has modulus `|w R| exp (R Im z)`. -/
theorem norm_blochTerm (w : ℤ → ℂ) (R : ℤ) (z : ℂ) :
    ‖blochTerm w R z‖ = ‖w R‖ * Real.exp (z.im * (R : ℝ)) := by
  have h : (-(I * (R : ℂ)) * z).re = z.im * (R : ℝ) := by
    simp [mul_comm]
  rw [blochTerm, norm_mul, Complex.norm_exp, h]

/-- An exponentially decaying profile on the integer lattice is summable. -/
theorem summable_exp_abs {c : ℝ} (hc : 0 < c) :
    Summable fun R : ℤ => Real.exp (-c * |(R : ℝ)|) := by
  have h : Summable fun n : ℕ => Real.exp (-c * (n : ℝ)) := by
    have e : (fun n : ℕ => Real.exp (-c * (n : ℝ))) = fun n : ℕ => Real.exp (-c) ^ n := by
      funext n
      rw [← Real.exp_nat_mul, mul_comm]
    rw [e]
    exact summable_geometric_of_lt_one (Real.exp_nonneg _)
      (Real.exp_lt_one_iff.2 (by linarith))
  -- the two half-lattices are geometric series
  apply Summable.of_nat_of_neg
  · simpa only [Int.cast_natCast, Nat.abs_cast] using h
  · simpa only [Int.cast_neg, Int.cast_natCast, abs_neg, Nat.abs_cast] using h

/-- If `w` satisfies `ExpDecay w C a` and `|Im z| ≤ b`, the term at `R` has modulus at most `C exp
(-(a - b)|R|)`. -/
theorem norm_blochTerm_le {w : ℤ → ℂ} {C a b : ℝ} (hw : ExpDecay w C a) {z : ℂ}
    (hz : |z.im| ≤ b) (R : ℤ) :
    ‖blochTerm w R z‖ ≤ C * Real.exp (-(a - b) * |(R : ℝ)|) := by
  have h : z.im * (R : ℝ) ≤ b * |(R : ℝ)| := by
    calc z.im * (R : ℝ) ≤ |z.im * (R : ℝ)| := le_abs_self _
      _ = |z.im| * |(R : ℝ)| := abs_mul _ _
      _ ≤ b * |(R : ℝ)| := mul_le_mul_of_nonneg_right hz (abs_nonneg _)
  have e : C * Real.exp (-(a - b) * |(R : ℝ)|)
      = C * Real.exp (-a * |(R : ℝ)|) * Real.exp (b * |(R : ℝ)|) := by
    rw [mul_assoc, ← Real.exp_add]
    congr 2
    ring
  rw [norm_blochTerm, e]
  exact mul_le_mul (hw R) (Real.exp_le_exp.2 h) (Real.exp_nonneg _)
    (le_trans (norm_nonneg _) (hw R))

/-- Each term is differentiable in `z`, and its derivative is the term times `-iR`. -/
theorem hasDerivAt_blochTerm (w : ℤ → ℂ) (R : ℤ) (z : ℂ) :
    HasDerivAt (blochTerm w R) (-(I * (R : ℂ)) * blochTerm w R z) z := by
  have h : HasDerivAt (fun y : ℂ => -(I * (R : ℂ)) * y) (-(I * (R : ℂ))) z :=
    ((hasDerivAt_id z).const_mul (-(I * (R : ℂ)))).congr_deriv (mul_one _)
  exact (h.cexp.const_mul (w R)).congr_deriv (by simp only [blochTerm]; ring)

/-- If the amplitudes decay at rate `a`, the Bloch sum converges absolutely, is complex
differentiable and has period `2π` on the open strip `|Im z| < a`. -/
theorem blochSum_analytic_strip {w : ℤ → ℂ} {C a : ℝ} (hw : ExpDecay w C a) :
    (∀ z ∈ strip a, Summable fun R : ℤ => ‖blochTerm w R z‖) ∧
    DifferentiableOn ℂ (blochSum w) (strip a) ∧
    (∀ z ∈ strip a, z + 2 * (Real.pi : ℂ) ∈ strip a ∧
      blochSum w (z + 2 * (Real.pi : ℂ)) = blochSum w z) := by
  refine ⟨fun z hz => ?_, fun z hz => ?_, fun z hz => ⟨?_, ?_⟩⟩
  · have hz' : |z.im| < a := hz
    exact Summable.of_nonneg_of_le (fun _ => norm_nonneg _)
      (norm_blochTerm_le hw le_rfl) ((summable_exp_abs (sub_pos.2 hz')).mul_left C)
  · -- a slightly narrower strip around `z` has a uniform summable bound
    have hz' : |z.im| < a := hz
    obtain ⟨b, hzb, hba⟩ := exists_between hz'
    have hd : DifferentiableOn ℂ (blochSum w) (strip b) :=
      Complex.differentiableOn_tsum_of_summable_norm
        ((summable_exp_abs (sub_pos.2 hba)).mul_left C)
        (fun R y _ => (hasDerivAt_blochTerm w R y).differentiableAt.differentiableWithinAt)
        (isOpen_strip b) (fun R y hy => norm_blochTerm_le hw (le_of_lt hy) R)
    exact (hd.differentiableAt ((isOpen_strip b).mem_nhds hzb)).differentiableWithinAt
  · simpa [strip] using hz
  · -- every lattice phase is unchanged by a reciprocal lattice vector
    unfold blochSum
    refine tsum_congr fun R => ?_
    have e : -(I * (R : ℂ)) * (z + 2 * (Real.pi : ℂ))
        = -(I * (R : ℂ)) * z + ((-R : ℤ) : ℂ) * (2 * (Real.pi : ℂ) * I) := by
      push_cast
      ring
    rw [blochTerm, blochTerm, e, Complex.exp_add, Complex.exp_int_mul_two_pi_mul_I, mul_one]

/-- Inside the strip the momentum derivative of the Bloch sum is the convergent lattice sum
in which each term is multiplied by `-iR`. -/
theorem hasSum_deriv_blochSum {w : ℤ → ℂ} {C a : ℝ} (hw : ExpDecay w C a) {z : ℂ}
    (hz : z ∈ strip a) :
    HasSum (fun R : ℤ => -(I * (R : ℂ)) * blochTerm w R z) (deriv (blochSum w) z) := by
  have hz' : |z.im| < a := hz
  obtain ⟨b, hzb, hba⟩ := exists_between hz'
  have h : HasSum (fun R : ℤ => deriv (blochTerm w R) z) (deriv (blochSum w) z) :=
    Complex.hasSum_deriv_of_summable_norm
      ((summable_exp_abs (sub_pos.2 hba)).mul_left C)
      (fun R y _ => (hasDerivAt_blochTerm w R y).differentiableAt.differentiableWithinAt)
      (isOpen_strip b) (fun R y hy => norm_blochTerm_le hw (le_of_lt hy) R) hzb
  simpa only [(hasDerivAt_blochTerm w _ z).deriv] using h

/-- For a positive decay rate the Bloch sum is a real-analytic function of the real crystal
momentum `k`. -/
theorem blochSum_analyticAt_real {w : ℤ → ℂ} {C a : ℝ} (ha : 0 < a) (hw : ExpDecay w C a)
    (k : ℝ) : AnalyticAt ℝ (fun q : ℝ => blochSum w (q : ℂ)) k := by
  have hk : (k : ℂ) ∈ strip a := by simpa [strip] using ha
  have h1 : AnalyticAt ℂ (blochSum w) (k : ℂ) :=
    (blochSum_analytic_strip hw).2.1.analyticAt ((isOpen_strip a).mem_nhds hk)
  have h2 : AnalyticAt ℝ (fun q : ℝ => (q : ℂ)) k := Complex.ofRealCLM.analyticAt k
  exact AnalyticAt.comp (g := blochSum w) (f := fun q : ℝ => (q : ℂ))
    (h1.restrictScalars (𝕜 := ℝ)) h2

/-- For the amplitudes `exp (-a|R|)` the terms of the Bloch sum are summable at no point of the edge
`|Im z| = a` of the strip. -/
theorem not_summable_on_edge {a : ℝ} {z : ℂ} (hz : |z.im| = a) :
    ¬ Summable fun R : ℤ =>
      blochTerm (fun S : ℤ => ((Real.exp (-a * |(S : ℝ)|) : ℝ) : ℂ)) R z := by
  intro hs
  -- along one half-lattice all terms would have modulus one
  have key : ∀ s : ℕ → ℤ, Function.Injective s →
      (∀ n, -a * |(s n : ℝ)| + z.im * (s n : ℝ) = 0) → False := by
    intro s hinj h0
    have ht := (hs.norm.comp_injective hinj).tendsto_atTop_zero
    have e : ((fun R : ℤ =>
        ‖blochTerm (fun S : ℤ => ((Real.exp (-a * |(S : ℝ)|) : ℝ) : ℂ)) R z‖) ∘ s)
        = fun _ : ℕ => (1 : ℝ) := by
      funext n
      simp only [Function.comp_apply]
      rw [norm_blochTerm, Complex.norm_real, Real.norm_eq_abs, Real.abs_exp,
        ← Real.exp_add, h0 n, Real.exp_zero]
    rw [e] at ht
    exact one_ne_zero (tendsto_nhds_unique tendsto_const_nhds ht)
  rcases abs_cases z.im with ⟨h, _⟩ | ⟨h, _⟩
  · have him : z.im = a := by linarith
    refine key (fun n => (n : ℤ)) (fun m n hmn => by simpa using hmn) fun n => ?_
    simp only [Int.cast_natCast, Nat.abs_cast, him]
    ring
  · have him : z.im = -a := by linarith
    refine key (fun n => -(n : ℤ)) (fun m n hmn => by simpa using hmn) fun n => ?_
    simp only [Int.cast_neg, Int.cast_natCast, abs_neg, Nat.abs_cast, him]
    ring

end

end BlochSumAnalyticity
```

```lean
#print axioms BlochSumAnalyticity.blochSum_analytic_strip
-- 'BlochSumAnalyticity.blochSum_analytic_strip' depends on axioms: [propext, Classical.choice, Quot.sound]
#print axioms BlochSumAnalyticity.hasSum_deriv_blochSum
-- 'BlochSumAnalyticity.hasSum_deriv_blochSum' depends on axioms: [propext, Classical.choice, Quot.sound]
#print axioms BlochSumAnalyticity.blochSum_analyticAt_real
-- 'BlochSumAnalyticity.blochSum_analyticAt_real' depends on axioms: [propext, Classical.choice, Quot.sound]
#print axioms BlochSumAnalyticity.not_summable_on_edge
-- 'BlochSumAnalyticity.not_summable_on_edge' depends on axioms: [propext, Classical.choice, Quot.sound]
```

The amplitudes are a function \(w:\mathbb Z\to\mathbb C\), where \(w(R)\) stands for a hopping or other Wannier-basis matrix element at separation \(R\). The lattice constant is one. At complex crystal momentum \(z\), `blochTerm w R z` is one term of the series and `blochSum w z` is the whole of

\[
H(z)=\sum_{R\in\mathbb Z} w(R)\,e^{-iRz}.
\]

The opposite phase convention amounts to relabelling \(R\to -R\). The hypothesis `ExpDecay w C a` says that \(|w(R)|\le C e^{-a|R|}\) for every \(R\), and `strip a` is the set \(|\operatorname{Im} z|<a\). For \(a>0\), \(1/a\) is the distance over which this bound falls by a factor \(e\). The decay is assumed here, not derived from a band gap or from a choice of Wannier gauge.

The main theorem, `blochSum_analytic_strip`, states that on this strip the series converges absolutely, \(H\) is complex differentiable, and \(H(z+2\pi)=H(z)\). It does not require \(a>0\), because for \(a\le 0\) the strip is empty.

**Convergence.** Write \(z=x+iy\) with \(x,y\) real. Then \(-iRz=-iRx+Ry\), so

\[
|w(R)e^{-iRz}|=|w(R)|\,e^{Ry}.
\]

This is `norm_blochTerm`. If \(|y|\le b\), then \(Ry\le b|R|\), and the decay hypothesis gives

\[
|w(R)e^{-iRz}|\le C e^{-a|R|}e^{b|R|}=C e^{-(a-b)|R|},
\]

which is `norm_blochTerm_le`. For \(c=a-b>0\) the two half-lattices are geometric series:

\[
\sum_{R\in\mathbb Z}e^{-c|R|}=1+\frac{2e^{-c}}{1-e^{-c}}<\infty.
\]

The lemma `summable_exp_abs` proves this summability. Taking \(b=|y|\) gives absolute convergence at each point of the strip.

**Differentiability.** Given \(z\) in the strip, `exists_between` supplies a \(b\) with \(|\operatorname{Im} z|<b<a\). On the narrower strip \(|\operatorname{Im} z'|<b\) the bound above does not depend on \(z'\), so the series converges uniformly there. Its terms are holomorphic, and by Weierstrass's theorem so is the sum. Mathlib provides this step as `Complex.differentiableOn_tsum_of_summable_norm`. The narrower strip is open and contains \(z\), so \(H\) is differentiable at \(z\).

Weierstrass's theorem also allows differentiation term by term, which Mathlib provides as `Complex.hasSum_deriv_of_summable_norm`. Since \(\frac{d}{dz}e^{-iRz}=-iR\,e^{-iRz}\) (`hasDerivAt_blochTerm`),

\[
H'(z)=\sum_{R\in\mathbb Z}(-iR)\,w(R)\,e^{-iRz},
\]

which is `hasSum_deriv_blochSum`.

**Periodicity.** Adding \(2\pi\) leaves \(\operatorname{Im} z\) unchanged, so the shifted point stays in the strip. Each term acquires the factor \(e^{-2\pi iR}=1\), and `tsum_congr` carries this equality of terms over to the sums.

**Real momenta.** If \(a>0\), the real axis lies inside the strip. A function holomorphic on an open set has a convergent power series at each of its points, and restricting that series to real arguments shows that \(k\mapsto H(k)\) is real analytic. This is `blochSum_analyticAt_real`.

Here the condition \(a>0\) matters. Take \(w(0)=0\) and \(w(R)=1/R^2\) otherwise, which satisfies the decay bound with \(C=1\) and \(a=0\). For \(0\le k\le 2\pi\),

\[
H(k)=2\sum_{R=1}^{\infty}\frac{\cos kR}{R^2}=\frac{\pi^2}{3}-\pi k+\frac{k^2}{2}.
\]

The slope at \(k=0\) is \(-\pi\) from the right and, since \(H\) is even, \(+\pi\) from the left. The function has a kink there, although its series converges absolutely.

**The edge.** No larger strip of convergence follows from the decay bound alone. For \(w(R)=e^{-a|R|}\) and \(|\operatorname{Im} z|=a\), the terms have modulus \(e^{-a|R|+R\operatorname{Im} z}\). This equals one for all \(R\ge 0\) if \(\operatorname{Im} z=a\), and for all \(R\le 0\) if \(\operatorname{Im} z=-a\). The terms of a summable series must tend to zero, so `not_summable_on_edge` follows by contradiction, with `key` treating both half-lattices.

A finite matrix Hamiltonian in one dimension can be treated entry by entry. The theorems do not address its eigenvalues or eigenvectors, nor lattices in higher dimensions.
